# Eigenvalues of \(\bar H+F\) lie within \(\|e^{T}\|\,\|e^{-T}\|\,\|F\|\) of the spectrum of a Hermitian \(H\)

Coupled-cluster theory obtains excited states by diagonalising the non-Hermitian matrix \(\bar H=e^{-T}He^{T}\), where \(H\) is the Hamiltonian and \(T\) the cluster operator. If terms of \(\bar H\) are neglected, the matrix actually diagonalised is \(\bar H+F\) with some error matrix \(F\), and the question is how far its eigenvalues can lie from the true energies.

```lean
import Mathlib

open Matrix
open scoped Matrix.Norms.L2Operator

namespace HbarEigenvalueSensitivity

noncomputable section

variable {n : Type*} [Fintype n] [DecidableEq n]

/-- The similarity-transformed Hamiltonian `exp(-T) H exp(T)` of coupled-cluster theory. -/
def hbar (H T : Matrix n n ℂ) : Matrix n n ℂ :=
  NormedSpace.exp (-T) * H * NormedSpace.exp T

/-- The number `z` is an eigenvalue of `A`: some nonzero vector `v` satisfies `A v = z v`. -/
def IsEigenvalue (A : Matrix n n ℂ) (z : ℂ) : Prop :=
  ∃ v : n → ℂ, v ≠ 0 ∧ A *ᵥ v = z • v

/-- The exponential series of a real number `t`, cut off after its first `k` terms. -/
def truncExp (k : ℕ) (t : ℝ) : ℝ := ∑ j ∈ Finset.range k, t ^ j / (j.factorial : ℝ)

/-- Residual bound: for Hermitian `H`, a trial energy `z` and a nonzero trial vector `v`, some
eigenvalue `E` of `H` satisfies `|z - E| ‖v‖ ≤ ‖z v - H v‖`. -/
theorem residual_bound {H : Matrix n n ℂ} (hH : H.IsHermitian) (z : ℂ) {v : n → ℂ}
    (hv : v ≠ 0) :
    ∃ E : ℝ, IsEigenvalue H E ∧
      ‖z - E‖ * ‖WithLp.toLp 2 v‖ ≤ ‖WithLp.toLp 2 (z • v - H *ᵥ v)‖ := by
  have hL : (Matrix.toEuclideanLin H).IsSymmetric := isSymmetric_toEuclideanLin_iff.2 hH
  let b := hL.eigenvectorBasis rfl
  let ev := hL.eigenvalues rfl
  let x : EuclideanSpace ℂ n := WithLp.toLp 2 v
  have hx : x ≠ 0 := fun h => hv (congrArg WithLp.ofLp h)
  have hne : Nonempty (Fin (Module.finrank ℂ (EuclideanSpace ℂ n))) := by
    by_contra hne
    rw [not_nonempty_iff] at hne
    apply hx
    apply b.repr.injective
    ext i
    exact hne.elim i
  -- choose the eigenvalue closest to `z`
  obtain ⟨i₀, hi₀⟩ := Finite.exists_min (fun i => ‖z - (ev i : ℂ)‖)
  refine ⟨ev i₀, ⟨(b i₀).ofLp, ?_, ?_⟩, ?_⟩
  · intro h
    have h0 : b i₀ = 0 := by
      ext j
      exact congrFun h j
    have h1 := b.orthonormal.1 i₀
    rw [h0, norm_zero] at h1
    exact zero_ne_one h1
  · exact congrArg WithLp.ofLp (hL.apply_eigenvectorBasis rfl i₀)
  · -- compare the two norms component by component in the eigenbasis
    change ‖z - (ev i₀ : ℂ)‖ * ‖x‖ ≤ ‖z • x - Matrix.toEuclideanLin H x‖
    have hc : ∀ i, b.repr (z • x - Matrix.toEuclideanLin H x) i
        = (z - (ev i : ℂ)) * b.repr x i := by
      intro i
      have h := hL.eigenvectorBasis_apply_self_apply rfl x i
      change b.repr (Matrix.toEuclideanLin H x) i = (ev i : ℂ) * b.repr x i at h
      rw [map_sub, map_smul, PiLp.sub_apply, PiLp.smul_apply, h, smul_eq_mul]
      ring
    rw [← sq_le_sq₀ (by positivity) (norm_nonneg _), mul_pow, ← b.repr.norm_map x,
      ← b.repr.norm_map (z • x - Matrix.toEuclideanLin H x), EuclideanSpace.norm_sq_eq,
      EuclideanSpace.norm_sq_eq, Finset.mul_sum]
    apply Finset.sum_le_sum
    intro i _
    rw [hc i, norm_mul, mul_pow]
    have h := hi₀ i
    gcongr

/-- The exponentials of `T` and `-T` are inverse to each other. -/
theorem exp_mul_exp_neg (T : Matrix n n ℂ) :
    NormedSpace.exp T * NormedSpace.exp (-T) = 1 := by
  have h := Matrix.exp_add_of_commute T (-T) (Commute.refl T).neg_right
  rw [add_neg_cancel, NormedSpace.exp_zero] at h
  exact h.symm

/-- Undoing the similarity transformation: `exp(T)` carries `Hbar + F` into the Hamiltonian `H`
perturbed by `exp(T) F exp(-T)`. -/
theorem exp_mul_hbar_add (H T F : Matrix n n ℂ) :
    NormedSpace.exp T * (hbar H T + F)
      = (H + NormedSpace.exp T * F * NormedSpace.exp (-T)) * NormedSpace.exp T := by
  have h1 := exp_mul_exp_neg T
  have h2 := mul_eq_one_comm.1 h1
  unfold hbar
  generalize NormedSpace.exp T = P at h1 h2 ⊢
  generalize NormedSpace.exp (-T) = Q at h1 h2 ⊢
  calc P * (Q * H * P + F) = (P * Q) * H * P + P * F * 1 := by noncomm_ring
    _ = 1 * H * P + P * F * (Q * P) := by rw [h1, h2]
    _ = (H + P * F * Q) * P := by noncomm_ring

/-- Bauer-Fike bound for coupled-cluster theory: for Hermitian `H` and any square `T` and `F`,
every eigenvalue of `Hbar + F` lies within `‖exp(T)‖ ‖exp(-T)‖ ‖F‖` of an eigenvalue of `H`. -/
theorem eigenvalue_sensitivity {H : Matrix n n ℂ} (hH : H.IsHermitian) (T F : Matrix n n ℂ)
    {z : ℂ} (hz : IsEigenvalue (hbar H T + F) z) :
    ∃ E : ℝ, IsEigenvalue H E ∧
      ‖z - E‖ ≤ ‖NormedSpace.exp T‖ * ‖NormedSpace.exp (-T)‖ * ‖F‖ := by
  obtain ⟨v, hv, hz⟩ := hz
  have h2 := mul_eq_one_comm.1 (exp_mul_exp_neg T)
  have hS := exp_mul_hbar_add H T F
  generalize NormedSpace.exp T = P at h2 hS ⊢
  generalize NormedSpace.exp (-T) = Q at h2 hS ⊢
  have hw : P *ᵥ v ≠ 0 := by
    intro h0
    apply hv
    calc v = (Q * P) *ᵥ v := by rw [h2, Matrix.one_mulVec]
      _ = 0 := by rw [← Matrix.mulVec_mulVec, h0, Matrix.mulVec_zero]
  -- the transformed vector is an eigenvector of the perturbed Hermitian problem
  have e : (H + P * F * Q) *ᵥ (P *ᵥ v) = z • (P *ᵥ v) := by
    rw [Matrix.mulVec_mulVec, ← hS, ← Matrix.mulVec_mulVec, hz, Matrix.mulVec_smul]
  have r : z • (P *ᵥ v) - H *ᵥ (P *ᵥ v) = (P * F * Q) *ᵥ (P *ᵥ v) := by
    rw [← e, Matrix.add_mulVec, add_sub_cancel_left]
  obtain ⟨E, hE, hb⟩ := residual_bound hH z hw
  refine ⟨E, hE, ?_⟩
  rw [r] at hb
  have hpos : 0 < ‖WithLp.toLp 2 (P *ᵥ v)‖ :=
    norm_pos_iff.2 (fun h => hw (congrArg WithLp.ofLp h))
  have hG := Matrix.l2_opNorm_mulVec (P * F * Q) (WithLp.toLp 2 (P *ᵥ v))
  calc ‖z - E‖ ≤ ‖P * F * Q‖ := le_of_mul_le_mul_right (hb.trans hG) hpos
    _ ≤ ‖P * F‖ * ‖Q‖ := norm_mul_le _ _
    _ ≤ ‖P‖ * ‖F‖ * ‖Q‖ := by
      gcongr
      exact norm_mul_le _ _
    _ = ‖P‖ * ‖Q‖ * ‖F‖ := by ring

/-- If `T ^ k = 0`, the exponential series of `T` ends after its first `k` terms. -/
theorem exp_eq_sum {T : Matrix n n ℂ} {k : ℕ} (hT : T ^ k = 0) :
    NormedSpace.exp T = ∑ j ∈ Finset.range k, ((j.factorial : ℂ)⁻¹) • T ^ j := by
  rw [congrFun (NormedSpace.exp_eq_tsum ℂ) T]
  apply tsum_eq_sum
  intro j hj
  rw [pow_eq_zero_of_le (by simpa using hj) hT, smul_zero]

/-- If `T ^ k = 0`, the norm of `exp(T)` is at most the exponential series of `‖T‖` cut off after
its first `k` terms. -/
theorem norm_exp_le {T : Matrix n n ℂ} {k : ℕ} (hT : T ^ k = 0) :
    ‖NormedSpace.exp T‖ ≤ truncExp k ‖T‖ := by
  have h1 : ‖(1 : Matrix n n ℂ)‖ ≤ 1 := by
    have h := CStarRing.norm_star_mul_self (x := (1 : Matrix n n ℂ))
    rw [star_one, one_mul] at h
    nlinarith [norm_nonneg (1 : Matrix n n ℂ)]
  have hp : ∀ j : ℕ, ‖T ^ j‖ ≤ ‖T‖ ^ j := by
    intro j
    induction j with
    | zero => simpa using h1
    | succ j ih =>
      rw [pow_succ, pow_succ]
      exact (norm_mul_le _ _).trans (by gcongr)
  rw [exp_eq_sum hT, truncExp]
  refine (norm_sum_le _ _).trans (Finset.sum_le_sum fun j _ => ?_)
  rw [norm_smul, norm_inv, Complex.norm_natCast, div_eq_inv_mul]
  exact mul_le_mul_of_nonneg_left (hp j) (by positivity)

/-- For Hermitian `H` and a cluster operator with `T ^ k = 0`, every eigenvalue of `Hbar + F` lies
within `p ^ 2 ‖F‖` of an eigenvalue of `H`, where `p` is the sum of the first `k` terms of the
exponential series of `‖T‖`. -/
theorem eigenvalue_sensitivity_nilpotent {H : Matrix n n ℂ} (hH : H.IsHermitian)
    {T : Matrix n n ℂ} {k : ℕ} (hT : T ^ k = 0) (F : Matrix n n ℂ) {z : ℂ}
    (hz : IsEigenvalue (hbar H T + F) z) :
    ∃ E : ℝ, IsEigenvalue H E ∧ ‖z - E‖ ≤ truncExp k ‖T‖ ^ 2 * ‖F‖ := by
  obtain ⟨E, hE, hb⟩ := eigenvalue_sensitivity hH T F hz
  have h1 := norm_exp_le hT
  have h2 : ‖NormedSpace.exp (-T)‖ ≤ truncExp k ‖T‖ := by
    have h := norm_exp_le (T := -T) (k := k) (by rw [neg_pow, hT, mul_zero])
    rwa [norm_neg] at h
  refine ⟨E, hE, hb.trans ?_⟩
  rw [sq]
  exact mul_le_mul_of_nonneg_right
    (mul_le_mul h1 h2 (norm_nonneg _) ((norm_nonneg _).trans h1)) (norm_nonneg _)

/-- A two-level Hamiltonian with energies 0 and 1. -/
def modelH : Matrix (Fin 2) (Fin 2) ℂ := !![0, 0; 0, 1]

/-- A two-level cluster operator with the single amplitude `-s (s + 1)`, taking the second level
(the reference) to the first. -/
def modelT (s : ℝ) : Matrix (Fin 2) (Fin 2) ℂ := !![0, -(s * (s + 1)); 0, 0]

/-- A perturbation that couples the two levels in one direction only. -/
def modelF : Matrix (Fin 2) (Fin 2) ℂ := !![0, 0; 1, 0]

/-- No fixed multiple of `‖F‖` bounds the shift: in the two-level model `H` is Hermitian, `T ^ 2 = 0`
and `‖F‖ ≤ 1`, yet for every real `s` the matrix `Hbar + F` has the eigenvalue `s + 1`, at
distance at least `s` from every eigenvalue of `H`. -/
theorem shift_unbounded (s : ℝ) :
    modelH.IsHermitian ∧ modelT s ^ 2 = 0 ∧ ‖modelF‖ ≤ 1 ∧
      IsEigenvalue (hbar modelH (modelT s) + modelF) (s + 1) ∧
      ∀ E : ℂ, IsEigenvalue modelH E → s ≤ ‖(s + 1 : ℂ) - E‖ := by
  have hT : modelT s ^ 2 = 0 := by
    rw [sq]
    ext i j
    fin_cases i <;> fin_cases j <;> simp [modelT, Matrix.mul_apply, Fin.sum_univ_succ]
  refine ⟨?_, hT, ?_, ?_, ?_⟩
  · ext i j
    fin_cases i <;> fin_cases j <;> simp [modelH]
  · -- `F* F` is an orthogonal projection, so its norm is at most one
    have hP : star (star modelF * modelF) * (star modelF * modelF) = star modelF * modelF := by
      ext i j
      fin_cases i <;> fin_cases j <;>
        simp [modelF, Matrix.star_eq_conjTranspose, Matrix.mul_apply, Fin.sum_univ_succ]
    have h1 := CStarRing.norm_star_mul_self (x := star modelF * modelF)
    rw [hP, CStarRing.norm_star_mul_self] at h1
    by_contra hlt
    push Not at hlt
    have h3 : 1 < ‖modelF‖ * ‖modelF‖ := by nlinarith
    nlinarith
  · have e1 : NormedSpace.exp (modelT s) = 1 + modelT s := by
      rw [exp_eq_sum hT]
      simp [Finset.sum_range_succ]
    have e2 : NormedSpace.exp (-modelT s) = 1 - modelT s := by
      rw [exp_eq_sum (T := -modelT s) (k := 2) (by rw [neg_sq, hT])]
      simp [Finset.sum_range_succ, sub_eq_add_neg]
    have hM : hbar modelH (modelT s) + modelF = !![0, (s * (s + 1) : ℂ); 1, 1] := by
      rw [hbar, e1, e2, Matrix.one_fin_two]
      ext i j
      fin_cases i <;> fin_cases j <;>
        simp [modelH, modelT, modelF]
    refine ⟨![(s : ℂ), 1], fun h => by simpa using congrFun h 1, ?_⟩
    rw [hM]
    ext i
    fin_cases i <;> simp [Matrix.mulVec, dotProduct, Fin.sum_univ_succ]
    ring
  · rintro E ⟨v, hv, hE⟩
    have h0 : E = 0 ∨ v 0 = 0 := by
      simpa [modelH, Matrix.mulVec, dotProduct, Fin.sum_univ_succ] using congrFun hE 0
    have h1 : v 1 = E * v 1 := by
      simpa [modelH, Matrix.mulVec, dotProduct, Fin.sum_univ_succ] using congrFun hE 1
    have hre := (le_abs_self _).trans (Complex.abs_re_le_norm ((s + 1 : ℂ) - E))
    rcases h0 with h0 | h0
    · simp only [h0, Complex.sub_re, Complex.add_re, Complex.ofReal_re, Complex.one_re,
        Complex.zero_re] at hre ⊢
      linarith
    · have hv1 : v 1 ≠ 0 := by
        intro h
        apply hv
        ext i
        fin_cases i
        · exact h0
        · exact h
      have hE1 : E = 1 := mul_right_cancel₀ hv1 (by rw [← h1, one_mul])
      simp only [hE1, Complex.sub_re, Complex.add_re, Complex.ofReal_re, Complex.one_re] at hre ⊢
      linarith

end

end HbarEigenvalueSensitivity
```

```lean
#print axioms HbarEigenvalueSensitivity.eigenvalue_sensitivity_nilpotent
#print axioms HbarEigenvalueSensitivity.shift_unbounded
```

```
'HbarEigenvalueSensitivity.eigenvalue_sensitivity_nilpotent' depends on axioms: [propext, Classical.choice, Quot.sound]
'HbarEigenvalueSensitivity.shift_unbounded' depends on axioms: [propext, Classical.choice, Quot.sound]
```

## The bound and its physical content

`eigenvalue_sensitivity` says: if \(H\) is Hermitian and \(z\) is an eigenvalue of \(\bar H+F\), then \(H\) has a real eigenvalue \(E\) with

\[
|z-E|\le \|e^{T}\|\,\|e^{-T}\|\,\|F\| .
\]

\(T\) and \(F\) are arbitrary complex square matrices. In particular, \(z\) may be complex, as coupled-cluster energies sometimes are, and its imaginary part obeys the same bound.

The operators are matrices in a finite orthonormal many-electron basis indexed by `n`. `hbar H T` is \(\bar H\), and `IsEigenvalue` asks for a nonzero eigenvector. Matrix norms are Euclidean operator norms, and `WithLp.toLp 2` gives a vector its Euclidean length.

This is the Bauer–Fike estimate for matrices similar to a Hermitian one through \(e^{T}\), not for general diagonalisable matrices. It places each \(z\) near some \(E\), but does not pair the two spectra one to one.

Production calculations also truncate the excitation space: EOM-CCSD diagonalises only a block of \(\bar H\). The theorem applies to that block if \(F\) is chosen to cancel the elements of \(\bar H\) that couple it to the remaining states, but nothing here shows that such an \(F\) is small.

## From a residual to the energy error

Let \(b_i\) be an orthonormal eigenbasis of \(H\) with energies \(E_i\), and let \(E\) be the energy closest to \(z\). For a nonzero vector \(v=\sum_i c_i b_i\),

\[
\|zv-Hv\|^2=\sum_i|z-E_i|^2|c_i|^2\ge|z-E|^2\|v\|^2 .
\]

This is `residual_bound`. `Finite.exists_min` selects \(E\), `hc` computes the components of the residual, `Finset.sum_le_sum` reduces the comparison of the sums to single terms, and `gcongr` compares those.

Write \(P=e^{T}\) and \(Q=e^{-T}\). `exp_mul_exp_neg` gives \(PQ=1\), hence also \(QP=1\), and `exp_mul_hbar_add` follows:

\[
P(QHP+F)=HP+PF(QP)=(H+PFQ)P .
\]

Now let \((\bar H+F)v=zv\) with \(v\neq0\), and set \(w=Pv\). Then \(w\neq0\), because \(Qw=v\). Applying the identity to \(v\) gives \((H+PFQ)w=zw\), so \(zw-Hw=PFQw\). The residual bound for \(w\) yields

\[
|z-E|\,\|w\|\le\|PFQw\|\le\|P\|\,\|F\|\,\|Q\|\,\|w\| .
\]

Dividing by \(\|w\|\) proves the theorem. In the Lean proof, `e` is the eigenvalue equation for \(w\) and `r` is the residual.

## A bound in terms of \(\|T\|\)

A cluster operator in a finite electron system is nilpotent, since only finitely many electrons can be excited. If \(T^k=0\), the exponential series stops (`exp_eq_sum`), and the triangle inequality with \(\|T^j\|\le\|T\|^j\) gives `norm_exp_le`:

\[
\|e^{T}\|\le p:=\sum_{j<k}\frac{\|T\|^j}{j!} .
\]

The same holds for \(-T\), so `eigenvalue_sensitivity_nilpotent` bounds the distance by \(p^2\|F\|\). In Lean, \(p\) is `truncExp k ‖T‖`.

## Two levels with an arbitrarily large shift

`shift_unbounded` shows that no constant multiple of \(\|F\|\) alone can serve for all \(T\). With energies 0 and 1 and the single amplitude \(-s(s+1)\),

\[
\bar H+F=\begin{pmatrix}0&s(s+1)\\1&1\end{pmatrix},\qquad \|F\|\le1 .
\]

The normalised vector \((s,1)^{\mathsf T}/\sqrt{s^2+1}\) is an eigenvector with eigenvalue \(s+1\); Lean uses it without the prefactor. For \(s\ge0\) this eigenvalue is at least \(s\) away from both 0 and 1. Here \(T\) takes the level of energy 1, which plays the part of the reference, to the level of energy 0. The amplitude is chosen freely and, for \(s>0\), does not solve the coupled-cluster equations.

## Neglected commutators as \(F\)

For a Hamiltonian with at most two-body terms, \(\bar H\) is a commutator series ending at the fourfold commutator. A calculation that stops after the double commutator diagonalises \(\bar H+F\) with

\[
F=-\tfrac16[[[H,T],T],T]-\tfrac1{24}[[[[H,T],T],T],T] .
\]

Take four electrons and double excitations only, so that \(T^3=0\). For illustrative values \(\|T\|=0.2\) and \(\|F\|=1\) millihartree, \(p=1+0.2+0.02=1.22\), and every eigenvalue in the full space lies within \(p^2\|F\|\approx1.49\) millihartree of an exact energy of \(H\) in that basis.
